# If only uniform translations are force-free, a harmonic lattice has an equilibrium in every uniform field exactly when its effective charges sum to zero

The force constants are required to have a kernel consisting of the uniform translations and nothing else. This condition combines two physical statements: moving all atoms together costs no force, and every other displacement does. It suits the zone-centre force constants of a crystal that has no zero-frequency modes there besides the uniform translations. It excludes a free molecule at its equilibrium geometry in two or three dimensions, whose infinitesimal rotations are also force-free.

Let k and l label N atoms in d dimensions, with displacements u_l. The d×d block Φ_kl gives the external force needed on atom k per unit displacement of atom l. Let F be a uniform field and Z_k the effective-charge tensor of atom k, with the elementary charge absorbed into the units. The row index of Z_k is the field direction and its column index the displacement direction, so the field exerts the force Z_kᵀ F. For a crystal, k labels the atoms of one cell, each displaced together with its periodic images at fixed cell shape; F is then the macroscopic field, and Φ is taken at zero macroscopic field. The equilibrium equations are

∑_l Φ_kl u_l = Z_kᵀ F  for every k.

For symmetric Φ with the stated kernel, they have a solution for every F if and only if

∑_k Z_k = 0.

## Relaxed-ion response at the zone centre

The ionic part of a static dielectric response can be computed by solving these equations for the displacements caused by a field. Within the harmonic, linear-in-field model, and under the kernel condition above, the charge sum rule decides whether a solution exists for every field. Computed charges often violate the rule slightly, for instance because of finite sampling of the Brillouin zone. A pseudoinverse still returns displacements in that case, but they balance the forces only after the mean force has been subtracted. Checking ∑_k Z_k before the solve makes the discrepancy visible.

## From translation invariance to solvability

Put u_l = t for all l. Since translations are in the kernel, (∑_l Φ_kl) t = 0 for every vector t, which gives the acoustic sum rule

∑_l Φ_kl = 0.

Symmetry means (Φ_kl)ᵀ = Φ_lk, so the sum over the first index vanishes too:

∑_k Φ_kl = (∑_k Φ_lk)ᵀ = 0.

For any displacements, the total force is therefore

∑_k ∑_l Φ_kl u_l = ∑_l (∑_k Φ_kl) u_l = 0.

If the equilibrium equations have a solution in the field F, summing them over k gives

(∑_k Z_k)ᵀ F = 0.

For the converse, take any forces f_k with ∑_k f_k = 0. Write s = ∑_l u_l for the total displacement and define a linear map M by

(M u)_k = ∑_l Φ_kl u_l + s.

The added term carries a unit stiffness. Summing over k leaves

∑_k (M u)_k = N s.

Suppose N ≥ 1; with no atoms there is nothing to solve. If M u = 0, then s = 0, and hence ∑_l Φ_kl u_l = 0 for every k. By the kernel condition u is a uniform translation t. Its total displacement is N t = 0, so t = 0 and u = 0. Thus M is injective, and in finite dimension it is also surjective.

Choose u with M u = f. The forces sum to zero, so N s = 0, the added term vanishes, and u solves the original equations. Any other solution v with zero total displacement also satisfies M v = f, so v = u.

Setting f_k = Z_kᵀ F gives the criterion for one field: a solution exists if and only if (∑_k Z_k)ᵀ F = 0. If this holds for every F, choosing F along each coordinate axis shows that every column of (∑_k Z_k)ᵀ is zero, so ∑_k Z_k = 0. The reverse implication is immediate.

## Two atoms on a line

Take atoms 0 and 1 in one dimension, joined by a spring of unit stiffness, with Z_0 = 2, Z_1 = −2 and F = 0.1. The equations are

u_0 − u_1 = 0.2
u_1 − u_0 = −0.2.

They agree, and the solution with zero total displacement is u_0 = 0.1, u_1 = −0.1. The map M gives it directly, because here M u = (2u_0, 2u_1).

Now change Z_1 to −1.9. The second right-hand side becomes −0.19, and the equations contradict each other. Solving M u = f still returns numbers, u_0 = 0.1 and u_1 = −0.095, but their sum is 0.005 instead of zero. That is the net force 0.01 divided by N = 2.

## The Lean file

```lean
import Mathlib

open Matrix

namespace UniformFieldEquilibrium

variable {ι : Type*} [Fintype ι] {d : ℕ}

/-- The left side of the equilibrium equations: atom `k` receives `∑ l, Φ k l u l`,
the external force needed on it to hold the displacements `u`. -/
def load (Φ : ι → ι → Matrix (Fin d) (Fin d) ℝ) (u : ι → Fin d → ℝ) : ι → Fin d → ℝ :=
  fun k => ∑ l, Φ k l *ᵥ u l

/-- The force constants are symmetric under exchange of atoms and directions. -/
def IsSymmetric (Φ : ι → ι → Matrix (Fin d) (Fin d) ℝ) : Prop :=
  ∀ k l, (Φ k l)ᵀ = Φ l k

/-- The displacements that need no external force are exactly the uniform translations. -/
def KernelIsTranslations (Φ : ι → ι → Matrix (Fin d) (Fin d) ℝ) : Prop :=
  ∀ u, load Φ u = 0 ↔ ∃ t : Fin d → ℝ, u = fun _ => t

/-- Tensors applied to one common vector add up to their sum applied to that vector. -/
lemma sum_mulVec_common (A : ι → Matrix (Fin d) (Fin d) ℝ) (v : Fin d → ℝ) :
    ∑ k, A k *ᵥ v = (∑ k, A k) *ᵥ v := by
  ext a
  simp only [Finset.sum_apply, Matrix.mulVec, dotProduct, Matrix.sum_apply, Finset.sum_mul]
  exact Finset.sum_comm

/-- A tensor that sends every vector to zero is zero. -/
lemma eq_zero_of_mulVec (A : Matrix (Fin d) (Fin d) ℝ) (h : ∀ v, A *ᵥ v = 0) : A = 0 := by
  ext a b
  simpa using congrFun (h (Pi.single b 1)) a

/-- Acoustic sum rule: for each atom `k`, the blocks `Φ k l` summed over all atoms `l`, including
`k` itself, give zero. -/
theorem acoustic_sum_rule {Φ : ι → ι → Matrix (Fin d) (Fin d) ℝ}
    (hker : KernelIsTranslations Φ) (k : ι) : ∑ l, Φ k l = 0 := by
  apply eq_zero_of_mulVec
  intro t
  rw [← sum_mulVec_common]
  exact congrFun ((hker fun _ => t).2 ⟨t, rfl⟩) k

/-- The forces that hold any displacement pattern add up to zero over the atoms. -/
theorem total_load_eq_zero {Φ : ι → ι → Matrix (Fin d) (Fin d) ℝ}
    (hsym : IsSymmetric Φ) (hker : KernelIsTranslations Φ) (u : ι → Fin d → ℝ) :
    ∑ k, load Φ u k = 0 := by
  -- symmetry turns the sum rule over the second index into one over the first
  have hcol : ∀ l, ∑ k, Φ k l = 0 := by
    intro l
    have h : ∑ k, Φ k l = (∑ k, Φ l k)ᵀ := by
      rw [Matrix.transpose_sum]
      exact Finset.sum_congr rfl fun k _ => (hsym l k).symm
    rw [h, acoustic_sum_rule hker l, Matrix.transpose_zero]
  unfold load
  rw [Finset.sum_comm]
  apply Finset.sum_eq_zero
  intro l _
  rw [sum_mulVec_common, hcol l, Matrix.zero_mulVec]

/-- Forces with zero sum are balanced by exactly one displacement pattern whose
total displacement is zero. -/
theorem existsUnique_centred {Φ : ι → ι → Matrix (Fin d) (Fin d) ℝ}
    (hsym : IsSymmetric Φ) (hker : KernelIsTranslations Φ)
    (f : ι → Fin d → ℝ) (hf : ∑ k, f k = 0) :
    ∃! u : ι → Fin d → ℝ, load Φ u = f ∧ ∑ k, u k = 0 := by
  have hconst : ∀ v : Fin d → ℝ, ∑ _k : ι, v = 0 → ι → v = 0 := by
    intro v h k
    have : Nonempty ι := ⟨k⟩
    ext a
    have ha := congrFun h a
    rw [Finset.sum_const, Finset.card_univ, Pi.smul_apply, nsmul_eq_mul, Pi.zero_apply] at ha
    exact (mul_eq_zero.mp ha).resolve_left (Nat.cast_ne_zero.mpr Fintype.card_ne_zero)
  -- add the total displacement to the load of each atom
  let M : (ι → Fin d → ℝ) →ₗ[ℝ] (ι → Fin d → ℝ) :=
    { toFun := fun u k => load Φ u k + ∑ l, u l
      map_add' := by
        intro u v
        funext k
        simp only [load, Pi.add_apply, Matrix.mulVec_add, Finset.sum_add_distrib]
        abel
      map_smul' := by
        intro c u
        funext k
        simp only [load, Pi.smul_apply, Matrix.mulVec_smul, ← Finset.smul_sum, ← smul_add,
          RingHom.id_apply] }
  have hM : ∀ u k, M u k = load Φ u k + ∑ l, u l := fun _ _ => rfl
  -- for forces with zero sum the added term vanishes
  have key : ∀ u g, ∑ k, g k = 0 → M u = g → ∑ l, u l = 0 := by
    intro u g hg h
    have hs : ∑ k, M u k = 0 := by rw [h, hg]
    simp only [hM] at hs
    rw [Finset.sum_add_distrib, total_load_eq_zero hsym hker, zero_add] at hs
    rcases isEmpty_or_nonempty ι with hι | ⟨⟨k⟩⟩
    · simp
    · exact hconst _ hs k
  have hload : ∀ u g, ∑ k, g k = 0 → M u = g → load Φ u = g := by
    intro u g hg h
    funext k
    have hk := congrFun h k
    rwa [hM, key u g hg h, add_zero] at hk
  have hinj : Function.Injective M := by
    rw [injective_iff_map_eq_zero]
    intro u hu
    have hs := key u 0 (by simp) hu
    obtain ⟨t, rfl⟩ := (hker u).1 (hload u 0 (by simp) hu)
    funext k
    exact hconst t hs k
  -- in finite dimension an injective map is surjective
  obtain ⟨u, hu⟩ := LinearMap.injective_iff_surjective.mp hinj f
  refine ⟨u, ⟨hload u f hf hu, key u f hf hu⟩, ?_⟩
  rintro v ⟨hv, hs⟩
  apply hinj
  rw [hu]
  funext k
  rw [hM, hv, hs, add_zero]

/-- In a given uniform field `F` the equilibrium equations have a solution if and only if
the transposed sum of the effective charges sends `F` to zero. -/
theorem solvable_in_field_iff {Φ : ι → ι → Matrix (Fin d) (Fin d) ℝ}
    (hsym : IsSymmetric Φ) (hker : KernelIsTranslations Φ)
    (Z : ι → Matrix (Fin d) (Fin d) ℝ) (F : Fin d → ℝ) :
    (∃ u, load Φ u = fun k => (Z k)ᵀ *ᵥ F) ↔ (∑ k, Z k)ᵀ *ᵥ F = 0 := by
  rw [Matrix.transpose_sum, ← sum_mulVec_common]
  constructor
  · rintro ⟨u, hu⟩
    have h := total_load_eq_zero hsym hker u
    rwa [hu] at h
  · intro h
    obtain ⟨u, hu, _⟩ := existsUnique_centred hsym hker (fun k => (Z k)ᵀ *ᵥ F) h
    exact ⟨u, hu.1⟩

/-- The equilibrium equations have a solution for every uniform field if and only if
the effective charge tensors of the atoms sum to zero. -/
theorem solvable_for_all_fields_iff {Φ : ι → ι → Matrix (Fin d) (Fin d) ℝ}
    (hsym : IsSymmetric Φ) (hker : KernelIsTranslations Φ)
    (Z : ι → Matrix (Fin d) (Fin d) ℝ) :
    (∀ F : Fin d → ℝ, ∃ u, load Φ u = fun k => (Z k)ᵀ *ᵥ F) ↔ ∑ k, Z k = 0 := by
  simp only [solvable_in_field_iff hsym hker]
  constructor
  · intro h
    exact Matrix.transpose_eq_zero.mp (eq_zero_of_mulVec _ h)
  · intro h F
    rw [h, Matrix.transpose_zero, Matrix.zero_mulVec]

/-- Force constants of two atoms joined by an isotropic spring of unit stiffness. -/
def dimer (d : ℕ) : Fin 2 → Fin 2 → Matrix (Fin d) (Fin d) ℝ :=
  fun k l => if k = l then 1 else -1

/-- The two-atom spring model has symmetric force constants, and its kernel is exactly
the uniform translations. -/
theorem dimer_witness (d : ℕ) : IsSymmetric (dimer d) ∧ KernelIsTranslations (dimer d) := by
  constructor
  · intro k l
    fin_cases k <;> fin_cases l <;> simp [dimer]
  · intro u
    have e0 : load (dimer d) u 0 = u 0 - u 1 := by
      simp [load, dimer, Fin.sum_univ_two, Matrix.neg_mulVec, sub_eq_add_neg]
    have e1 : load (dimer d) u 1 = u 1 - u 0 := by
      simp [load, dimer, Fin.sum_univ_two, Matrix.neg_mulVec, neg_add_eq_sub]
    constructor
    · intro h
      refine ⟨u 0, funext fun k => ?_⟩
      fin_cases k
      · rfl
      · exact (sub_eq_zero.mp (e0.symm.trans (congrFun h 0))).symm
    · rintro ⟨t, rfl⟩
      funext k
      fin_cases k
      · exact e0.trans (sub_self _)
      · exact e1.trans (sub_self _)

end UniformFieldEquilibrium
```

```lean
#print axioms UniformFieldEquilibrium.solvable_for_all_fields_iff
```

```
'UniformFieldEquilibrium.solvable_for_all_fields_iff' depends on axioms: [propext, Classical.choice, Quot.sound]
```

## How the code expresses the physics

The atoms form a finite type `ι`, and a displacement pattern has type `ι → Fin d → ℝ`. `load Φ u` is the left side of the equilibrium equations. `IsSymmetric` is the exchange symmetry of second derivatives of an energy, and `KernelIsTranslations` is the kernel condition, stated as an equivalence for every `u`. Both are hypotheses on Φ and are not derived from an energy function. The tensors `Z` are arbitrary real matrices.

The main theorem, `solvable_for_all_fields_iff`, says that under these two hypotheses every `F` admits some `u` with `load Φ u` equal to the field forces if and only if `∑ k, Z k = 0`. The theorem `solvable_in_field_iff` treats one given field. A nonzero charge sum may thus still allow equilibrium in particular directions.

The proof follows the derivation:

- `sum_mulVec_common` takes a common vector out of a sum of tensors, and `eq_zero_of_mulVec` tests a tensor on coordinate vectors. Together they give `acoustic_sum_rule`.
- `total_load_eq_zero` obtains the sum over the first index from symmetry in the step `hcol`, then exchanges the two sums with `Finset.sum_comm`.
- `existsUnique_centred` builds `M`. Its step `key` shows that the total displacement vanishes, `hload` recovers the original equations, and `hinj` proves injectivity. `LinearMap.injective_iff_surjective` then supplies the solution.
- `solvable_in_field_iff` uses the zero total load in one direction and the centred solution in the other. The main theorem lets `F` vary.
- `dimer_witness` checks both hypotheses for two atoms joined by an isotropic unit spring, in any dimension `d`. For `d` above one this spring also resists transverse relative motion, so the model is not a free diatomic molecule; in three dimensions it has the form of the zone-centre coupling between the two sublattices of a cubic crystal such as rock salt.

## A weaker kernel condition, and the limits of the model

The kernel condition could be relaxed so that translations are force-free but other displacements may be as well. A zero charge sum would remain necessary, since that half uses only symmetry and the acoustic sum rule, but it would no longer suffice. Consider two atoms in the plane whose spring resists relative motion along x only, with Z_0 equal to the identity and Z_1 to its negative. The charges sum to zero, yet a field along y pulls the atoms in opposite transverse directions and no harmonic force opposes it. For symmetric Φ, the general requirement is that the applied forces be orthogonal to the whole kernel. For a free molecule this includes a condition of zero torque.

The equilibrium in the theorem is a balance of forces, not necessarily an energy minimum: Φ may have negative eigenvalues, as at an unstable saddle point. The force constants and charges are fixed, so anharmonic forces and changes of Z_k with displacement or field are absent. The charge sum rule itself is not derived from electronic structure; the theorem identifies it as the condition for solvability. Finally, the arithmetic is that of exact real numbers, so a code needs its own tolerance for deciding when a computed charge sum counts as zero.
